# Local exchange potentials of least variance solve the localized Hartree-Fock equation for a fixed density matrix on a finite grid

In Hartree-Fock theory the exchange operator $K$, taken here with the minus sign with which it enters the Fock operator, is nonlocal, while a Kohn-Sham calculation needs a potential $v$ that multiplies the orbital point by point. Replacing $K$ by $v$ changes the matrix elements between occupied and virtual orbitals, which are the ones that mix the two sets. With the orbitals held fixed, one can ask which $v$ makes these changes smallest in the sum of squares,

$$f(v)=\sum_{i\,\mathrm{occ}}\ \sum_{a\,\mathrm{virt}}|\langle a|v-K|i\rangle|^2 .$$

The minimizers are the solutions of the localized Hartree-Fock equation, which contains no virtual orbitals. In a self-consistent calculation this describes a single step with frozen orbitals on a finite grid. The dependence of the orbitals on $v$, and convergence of the cycle, are not treated.

The grid is a finite set `ι`. Orbitals are real and orthonormal in the plain sum over grid points, so any quadrature weights are absorbed into them.

```lean
import Mathlib

open Matrix

namespace LocalizedHartreeFockVariance

noncomputable section

variable {ι : Type*} [Fintype ι] [DecidableEq ι]
```

Let $P$ be the density matrix of one spin channel, that is, the projector on the occupied orbitals. Then $Q=1-P$ projects on the virtual ones, and the occupied-virtual part of an operator $A$ is $QAP$.

```lean
/-- The block `(1 - P) A P` of an operator `A` that leads from occupied to virtual orbitals. -/
def ovBlock (P A : Matrix ι ι ℝ) : Matrix ι ι ℝ := (1 - P) * A * P
```

The sum of squares over orbital pairs does not depend on the orthonormal basis, so it can be taken over grid indices: $\|A\|^2=\sum_{i,j}A_{ij}^2$.

```lean
/-- The squared Frobenius norm of a matrix. -/
def frobSq (A : Matrix ι ι ℝ) : ℝ := ∑ i, ∑ j, A i j ^ 2
```

Write $D_v$ for the diagonal matrix with entries $v(x)$, and $B(v)=Q(D_v-K)P$. The variance is $f(v)=\|B(v)\|^2$. For symmetric $K$ it is the quantum-mechanical variance of the operator $v-K$, summed over the electrons, in the Slater determinant of the occupied orbitals. The theorems allow any real matrix $K$; its symmetry is never used.

```lean
/-- The variance of the local potential `v` against the nonlocal operator `K`. -/
def variance (P K : Matrix ι ι ℝ) (v : ι → ℝ) : ℝ :=
  frobSq (ovBlock P (diagonal v - K))
```

A minimizer is a global one, compared with every function on the grid.

```lean
/-- The potential `v` has the least variance among all local potentials. -/
def IsMinimizer (P K : Matrix ι ι ℝ) (v : ι → ℝ) : Prop :=
  ∀ u : ι → ℝ, variance P K v ≤ variance P K u
```

The localized Hartree-Fock equation reads

$$P_{xx}v(x)=\sum_y P_{xy}^2\,v(y)+(KP)_{xx}-(PKP)_{xx}.$$

Where the density $P_{xx}$ is positive, division by it turns $(KP)_{xx}$ into the Slater potential, and the other two terms into its correction. Where $P_{xx}=0$, the whole row of $P$ vanishes, because $P_{xx}=\sum_yP_{xy}^2$, and the equation reads $0=0$.

```lean
/-- The localized Hartree-Fock equation on the grid, with density `P x x`. -/
def SolvesLHF (P K : Matrix ι ι ℝ) (v : ι → ℝ) : Prop :=
  ∀ x, P x x * v x = ∑ y, P x y ^ 2 * v y + (K * P) x x - (P * K * P) x x
```

## The gradient is twice the diagonal of the occupied-virtual block

Each squared entry of a matrix is at most its row's sum of squares, which is at most $\|A\|^2$. Hence $\|A\|^2\le 0$ forces $A=0$.

```lean
omit [DecidableEq ι] in
/-- A matrix whose squared Frobenius norm is not positive is zero. -/
theorem eq_zero_of_frobSq_le {A : Matrix ι ι ℝ} (h : frobSq A ≤ 0) : A = 0 := by
  ext i j
  have h1 : A i j ^ 2 ≤ ∑ k, A i k ^ 2 :=
    Finset.single_le_sum (f := fun k => A i k ^ 2) (fun _ _ => sq_nonneg _) (Finset.mem_univ j)
  have h2 : ∑ k, A i k ^ 2 ≤ ∑ l, ∑ k, A l k ^ 2 :=
    Finset.single_le_sum (f := fun l => ∑ k, A l k ^ 2)
      (fun _ _ => Finset.sum_nonneg fun _ _ => sq_nonneg _) (Finset.mem_univ i)
  unfold frobSq at h
  have h3 : A i j ^ 2 = 0 := le_antisymm (by linarith) (sq_nonneg _)
  simpa using h3
```

A change $w$ of the potential changes $B$ by $L(w)=QD_wP$. Let $B=QAP$ for any $A$. Since $P^T=P$, $P^2=P$ and $Q^2=1-2P+P^2=Q$, we have $B^T=PA^TQ$ and $PB^TQ=B^T$. Cyclicity of the trace then gives

$$\sum_{i,j}B_{ij}L(w)_{ij}=\operatorname{tr}(B^TQD_wP)=\operatorname{tr}(PB^TQD_w)=\operatorname{tr}(B^TD_w)=\sum_x w(x)B_{xx}.$$

In the code, `hB` is the identity $PB^TQ=B^T$, and `trace_mul_comm` is the cyclic step. The hypotheses `hP` and `hI` state that $P$ is symmetric and idempotent.

```lean
/-- The Frobenius product of an occupied-virtual block with that of a local potential `w`
is the sum of `w` against the diagonal of the block. -/
theorem frobenius_local {P : Matrix ι ι ℝ} (hP : Pᵀ = P) (hI : P * P = P)
    (A : Matrix ι ι ℝ) (w : ι → ℝ) :
    ∑ i, ∑ j, ovBlock P A i j * ovBlock P (diagonal w) i j = ∑ x, w x * ovBlock P A x x := by
  have hQ : (1 - P) * (1 - P) = 1 - P := by
    calc (1 - P) * (1 - P) = 1 - P - P + P * P := by noncomm_ring
      _ = 1 - P := by rw [hI]; abel
  have hT : (ovBlock P A)ᵀ = P * Aᵀ * (1 - P) := by
    simp only [ovBlock, transpose_mul, transpose_sub, transpose_one, hP, Matrix.mul_assoc]
  have hB : P * (ovBlock P A)ᵀ * (1 - P) = (ovBlock P A)ᵀ := by
    rw [hT]
    calc P * (P * Aᵀ * (1 - P)) * (1 - P) = (P * P) * Aᵀ * ((1 - P) * (1 - P)) := by
          simp only [Matrix.mul_assoc]
      _ = P * Aᵀ * (1 - P) := by rw [hI, hQ]
  -- write the double sum as a trace and move the projectors around cyclically
  calc ∑ i, ∑ j, ovBlock P A i j * ovBlock P (diagonal w) i j
      = trace ((ovBlock P A)ᵀ * ovBlock P (diagonal w)) := by
        simp only [trace, diag_apply, Matrix.mul_apply, transpose_apply]
        exact Finset.sum_comm
    _ = trace (((ovBlock P A)ᵀ * (1 - P) * diagonal w) * P) := by
        simp only [ovBlock, Matrix.mul_assoc]
    _ = trace (P * ((ovBlock P A)ᵀ * (1 - P) * diagonal w)) := trace_mul_comm _ _
    _ = trace ((P * (ovBlock P A)ᵀ * (1 - P)) * diagonal w) := by
        simp only [Matrix.mul_assoc]
    _ = ∑ x, w x * ovBlock P A x x := by
        rw [hB]
        simp only [trace, diag_apply, mul_diagonal, transpose_apply]
        exact Finset.sum_congr rfl fun x _ => mul_comm _ _
```

Because $B(v+w)=B(v)+L(w)$, expanding the square gives an exact identity,

$$f(v+w)=f(v)+2\sum_x w(x)B(v)_{xx}+\|L(w)\|^2 .$$

The gradient of $f$ at $v$ therefore has components $2B(v)_{xx}$. The later proofs use the identity itself and need no derivatives.

```lean
/-- Exact second-order expansion of the variance under a change `w` of the potential. -/
theorem variance_add {P : Matrix ι ι ℝ} (hP : Pᵀ = P) (hI : P * P = P)
    (K : Matrix ι ι ℝ) (v w : ι → ℝ) :
    variance P K (v + w) = variance P K v
      + 2 * ∑ x, w x * ovBlock P (diagonal v - K) x x + frobSq (ovBlock P (diagonal w)) := by
  have hd : diagonal (v + w) = diagonal v + diagonal w := by
    ext i j
    by_cases h : i = j
    · subst h; simp
    · simp [h]
  have hs : ovBlock P (diagonal (v + w) - K)
      = ovBlock P (diagonal v - K) + ovBlock P (diagonal w) := by
    rw [hd]; unfold ovBlock; noncomm_ring
  rw [← frobenius_local hP hI]
  unfold variance
  rw [hs]
  simp only [frobSq, Matrix.add_apply, Finset.mul_sum, ← Finset.sum_add_distrib]
  exact Finset.sum_congr rfl fun i _ => Finset.sum_congr rfl fun j _ => by ring
```

## A stationary potential exists, and stationary means minimal

The matrices $L(w)$ form a linear subspace of the Euclidean space of all matrices on the grid. Project $QKP$ orthogonally onto it; the projection is $L(v)$ for some $v$. The remainder $QKP-L(v)=-B(v)$ is orthogonal to every $L(w)$. Taking for $w$ the function $e_x$ that is one at $x$ and zero elsewhere, the trace identity gives

$$0=\sum_{i,j}B(v)_{ij}L(e_x)_{ij}=B(v)_{xx}.$$

In Lean, `T` is the linear map $w\mapsto L(w)$, `exists_orthogonal` supplies the projection, and `Pi.single x 1` is $e_x$.

```lean
/-- Some local potential makes every diagonal entry of `(1 - P)(v - K)P` vanish. -/
theorem exists_diag_zero {P : Matrix ι ι ℝ} (hP : Pᵀ = P) (hI : P * P = P)
    (K : Matrix ι ι ℝ) : ∃ v : ι → ℝ, ∀ x, ovBlock P (diagonal v - K) x x = 0 := by
  let T : (ι → ℝ) →ₗ[ℝ] EuclideanSpace ℝ (ι × ι) :=
    { toFun := fun w => WithLp.toLp 2 (fun p => ovBlock P (diagonal w) p.1 p.2)
      map_add' := by
        intro a b
        have h : ovBlock P (diagonal (a + b)) = ovBlock P (diagonal a) + ovBlock P (diagonal b) := by
          have hd : diagonal (a + b) = diagonal a + diagonal b := by
            ext i j
            by_cases h : i = j
            · subst h; simp
            · simp [h]
          rw [hd]; unfold ovBlock; noncomm_ring
        ext p
        simp [h]
      map_smul' := by
        intro c a
        have h : ovBlock P (diagonal (c • a)) = c • ovBlock P (diagonal a) := by
          have hd : diagonal (c • a) = c • diagonal a := by
            ext i j
            by_cases h : i = j
            · subst h; simp
            · simp [h]
          rw [hd]; simp only [ovBlock, Matrix.mul_smul, Matrix.smul_mul]
        ext p
        change ovBlock P (diagonal (c • a)) p.1 p.2 = c * ovBlock P (diagonal a) p.1 p.2
        rw [h, Matrix.smul_apply, smul_eq_mul] }
  -- project the block of K orthogonally onto the blocks of local potentials
  obtain ⟨y, ⟨v, rfl⟩, h⟩ := Submodule.HasOrthogonalProjection.exists_orthogonal
    (K := LinearMap.range T) (WithLp.toLp 2 (fun p : ι × ι => ovBlock P K p.1 p.2))
  refine ⟨v, fun x => ?_⟩
  have hx := (Submodule.mem_orthogonal _ _).1 h (T (Pi.single x 1)) ⟨_, rfl⟩
  rw [PiLp.inner_apply, Fintype.sum_prod_type] at hx
  have hB : ovBlock P (diagonal v - K) = ovBlock P (diagonal v) - ovBlock P K := by
    unfold ovBlock; noncomm_ring
  have hz : ∑ i, ∑ j, ovBlock P (diagonal v - K) i j
      * ovBlock P (diagonal (Pi.single x 1)) i j = 0 := by
    refine neg_eq_zero.1 (Eq.trans ?_ hx)
    simp only [← Finset.sum_neg_distrib]
    refine Finset.sum_congr rfl fun i _ => Finset.sum_congr rfl fun j _ => ?_
    rw [hB, Matrix.sub_apply]
    change _ = (ovBlock P K i j - ovBlock P (diagonal v) i j)
      * ovBlock P (diagonal (Pi.single x 1)) i j
    ring
  rw [frobenius_local hP hI] at hz
  simpa [Pi.single_apply] using hz
```

If the diagonal of $B(v)$ vanishes, the expansion gives $f(u)=f(v)+\|L(u-v)\|^2\ge f(v)$ for every $u$, so $v$ is a minimizer.

Conversely, let $v$ be a minimizer and let $u$ be a potential with vanishing diagonal, as just constructed. Then $f(v)=f(u)+\|L(v-u)\|^2$ and $f(v)\le f(u)$, so $L(v-u)=0$. Hence $B(v)=B(u)$, and the diagonal of $B(v)$ vanishes too.

```lean
/-- A potential minimizes the variance exactly when the diagonal of `(1 - P)(v - K)P`
vanishes. -/
theorem isMinimizer_iff_diag {P : Matrix ι ι ℝ} (hP : Pᵀ = P) (hI : P * P = P)
    (K : Matrix ι ι ℝ) (v : ι → ℝ) :
    IsMinimizer P K v ↔ ∀ x, ovBlock P (diagonal v - K) x x = 0 := by
  constructor
  · intro hv
    -- compare with a potential whose diagonal is known to vanish
    obtain ⟨u, hu⟩ := exists_diag_zero hP hI K
    have he := variance_add hP hI K u (v - u)
    simp only [add_sub_cancel, hu, mul_zero, Finset.sum_const_zero, add_zero] at he
    have h0 := eq_zero_of_frobSq_le (A := ovBlock P (diagonal (v - u))) (by linarith [hv u])
    have hd : diagonal (v - u) = diagonal v - diagonal u := by
      ext i j
      by_cases h : i = j
      · subst h; simp
      · simp [h]
    have hs : ovBlock P (diagonal v - K)
        = ovBlock P (diagonal u - K) + ovBlock P (diagonal (v - u)) := by
      rw [hd]; unfold ovBlock; noncomm_ring
    intro x
    rw [hs, h0, add_zero]
    exact hu x
  · intro hv u
    have he := variance_add hP hI K v (u - v)
    simp only [add_sub_cancel, hv, mul_zero, Finset.sum_const_zero, add_zero] at he
    have hn : 0 ≤ frobSq (ovBlock P (diagonal (u - v))) :=
      Finset.sum_nonneg fun _ _ => Finset.sum_nonneg fun _ _ => sq_nonneg _
    linarith
```

The same argument covers potentials expanded in a basis $g_1,\dots,g_m$ of grid functions. One projects onto the matrices $L(w)$ with $w$ in the span; a minimizer within the span exists, and $v$ in the span is one exactly when $\sum_x g_k(x)B(v)_{xx}=0$ for every $k$.

Symmetry of $P$ matters. As a purely algebraic example, not a physical density matrix and exchange operator, take the oblique projector and the symmetric matrix

$$P=\begin{pmatrix}1&1\\0&0\end{pmatrix},\quad K=\begin{pmatrix}0&1\\1&0\end{pmatrix},\quad\text{for which}\quad B(v)=\begin{pmatrix}1&1\\-1&-1\end{pmatrix}$$

for every $v$. Then $f(v)=4$ throughout, so every potential is a minimizer, yet the diagonal never vanishes. The basis-set variant and this example are not proved in Lean here.

## The localized Hartree-Fock equation

Multiplying out gives $B(v)=D_vP-PD_vP-KP+PKP$. By symmetry of $P$, $(PD_vP)_{xx}=\sum_yP_{xy}^2v(y)$, so

$$B(v)_{xx}=P_{xx}v(x)-\sum_yP_{xy}^2v(y)-(KP)_{xx}+(PKP)_{xx}.$$

Setting this to zero at every $x$ is the localized Hartree-Fock equation. The theorem states that, for a symmetric projector `P` and any real `K`, a minimizer exists, and that for each `v` being a minimizer is equivalent to the vanishing diagonal and also to `SolvesLHF P K v`. In the proof, `hs` is the multiplied-out matrix and `hq` the diagonal of $PD_vP$.

```lean
/-- The variance attains its minimum, and its minimizers are the potentials with vanishing
diagonal of `(1 - P)(v - K)P`, which are the solutions of the localized Hartree-Fock equation. -/
theorem variance_minimum_iff_lhf {P : Matrix ι ι ℝ} (hP : Pᵀ = P) (hI : P * P = P)
    (K : Matrix ι ι ℝ) :
    (∃ v, IsMinimizer P K v) ∧ ∀ v,
      (IsMinimizer P K v ↔ ∀ x, ovBlock P (diagonal v - K) x x = 0) ∧
      (IsMinimizer P K v ↔ SolvesLHF P K v) := by
  refine ⟨?_, fun v => ⟨isMinimizer_iff_diag hP hI K v, ?_⟩⟩
  · obtain ⟨v, hv⟩ := exists_diag_zero hP hI K
    exact ⟨v, (isMinimizer_iff_diag hP hI K v).2 hv⟩
  · rw [isMinimizer_iff_diag hP hI]
    refine forall_congr' fun x => ?_
    have hs : ovBlock P (diagonal v - K)
        = diagonal v * P - P * diagonal v * P - K * P + P * K * P := by
      unfold ovBlock; noncomm_ring
    have hq : (P * diagonal v * P) x x = ∑ y, P x y ^ 2 * v y := by
      rw [Matrix.mul_apply]
      refine Finset.sum_congr rfl fun y _ => ?_
      have hxy : P y x = P x y := congrFun (congrFun hP x) y
      rw [mul_diagonal, hxy]
      ring
    rw [hs, Matrix.add_apply, Matrix.sub_apply, Matrix.sub_apply, hq, diagonal_mul]
    constructor <;> intro h <;> linarith
```

## How far the potential is determined

Suppose $L(w)=0$, that is, $D_wP=PD_wP$. Transposing gives $PD_w=PD_wP$, so $D_w$ commutes with $P$. Entry by entry this says $w(x)P_{xy}=P_{xy}w(y)$, and therefore $w(x)=w(y)$ wherever $P_{xy}\ne0$. Conversely, if $w$ has this property, then $D_wP=PD_w$ and $L(w)=QPD_w=(P-P^2)D_w=0$.

```lean
/-- A local potential has no occupied-virtual block exactly when it takes equal values at any
two grid points connected by a nonzero element of `P`. -/
theorem ovBlock_local_eq_zero_iff {P : Matrix ι ι ℝ} (hP : Pᵀ = P) (hI : P * P = P)
    (w : ι → ℝ) : ovBlock P (diagonal w) = 0 ↔ ∀ x y, P x y ≠ 0 → w x = w y := by
  constructor
  · intro h x y hxy
    have h1 : diagonal w * P = P * diagonal w * P := by
      rw [← sub_eq_zero, ← h]; unfold ovBlock; noncomm_ring
    -- the transposed relation shows that the potential commutes with P
    have h2 : P * diagonal w = P * diagonal w * P := by
      have ht := congrArg transpose h1
      simp only [transpose_mul, hP, diagonal_transpose] at ht
      exact ht.trans (Matrix.mul_assoc _ _ _).symm
    have h3 := congrFun (congrFun (h1.trans h2.symm) x) y
    rw [diagonal_mul, mul_diagonal] at h3
    exact mul_left_cancel₀ hxy (by linarith)
  · intro h
    have hc : diagonal w * P = P * diagonal w := by
      ext x y
      rw [diagonal_mul, mul_diagonal]
      by_cases hxy : P x y = 0
      · simp [hxy]
      · rw [h x y hxy, mul_comm]
    unfold ovBlock
    rw [Matrix.mul_assoc, hc, ← Matrix.mul_assoc, Matrix.sub_mul, Matrix.one_mul, hI,
      sub_self, Matrix.zero_mul]
```

Given a minimizer $v$, the expansion reads $f(u)=f(v)+\|L(u-v)\|^2$. Thus $u$ is also a minimizer exactly when $L(u-v)=0$, which the previous lemma translates into a condition on $u-v$.

A constant shift is always allowed. It is the only freedom if any two grid points are linked by a chain of nonzero elements of $P$. A fragment with no such element between it and the rest of the grid can be shifted on its own, and at a point of zero density the value of $v$ is arbitrary.

```lean
/-- Given one minimizer `v`, a potential `u` is a minimizer exactly when `u - v` takes equal
values at any two grid points connected by a nonzero element of `P`. -/
theorem isMinimizer_iff_of_isMinimizer {P : Matrix ι ι ℝ} (hP : Pᵀ = P) (hI : P * P = P)
    {K : Matrix ι ι ℝ} {v : ι → ℝ} (hv : IsMinimizer P K v) (u : ι → ℝ) :
    IsMinimizer P K u ↔ ∀ x y, P x y ≠ 0 → (u - v) x = (u - v) y := by
  rw [← ovBlock_local_eq_zero_iff hP hI]
  have he := variance_add hP hI K v (u - v)
  simp only [add_sub_cancel, (isMinimizer_iff_diag hP hI K v).1 hv, mul_zero,
    Finset.sum_const_zero, add_zero] at he
  constructor
  · intro hu
    exact eq_zero_of_frobSq_le (by linarith [hu v])
  · intro h z
    have h0 : frobSq (ovBlock P (diagonal (u - v))) = 0 := by rw [h]; simp [frobSq]
    linarith [hv z]
```

## Two sites with one bonding orbital

The normalised orbital $(1,1)/\sqrt2$ on two sites gives a density matrix with all entries $1/2$.

```lean
/-- The projector on the even combination of two grid points. -/
def twoSite : Matrix (Fin 2) (Fin 2) ℝ := !![1/2, 1/2; 1/2, 1/2]
```

For $K=0$ and $v=(1,-1)$, the potential turns the bonding orbital into the antibonding one, $(1,-1)/\sqrt2$, which is virtual. The single occupied-virtual element has modulus one, and $f(v)=1$. The variance is thus not identically zero in this model. The last theorem confirms this value, together with the symmetry and idempotency of the matrix.

```lean
/-- The two-site matrix is a symmetric projector, and for `K = 0` the potential `(1, -1)`
has variance one. -/
theorem twoSite_witness :
    twoSiteᵀ = twoSite ∧ twoSite * twoSite = twoSite ∧ variance twoSite 0 ![1, -1] = 1 := by
  refine ⟨?_, ?_, ?_⟩
  · ext i j
    fin_cases i <;> fin_cases j <;> simp [twoSite]
  · ext i j
    fin_cases i <;> fin_cases j <;> norm_num [twoSite, Matrix.mul_apply, Fin.sum_univ_two]
  · norm_num [variance, frobSq, ovBlock, twoSite, Matrix.mul_apply, Fin.sum_univ_two,
      Matrix.one_apply, Matrix.diagonal_apply]

end

end LocalizedHartreeFockVariance
```

```lean
#print axioms LocalizedHartreeFockVariance.variance_minimum_iff_lhf
-- 'LocalizedHartreeFockVariance.variance_minimum_iff_lhf' depends on axioms: [propext, Classical.choice, Quot.sound]
#print axioms LocalizedHartreeFockVariance.isMinimizer_iff_of_isMinimizer
-- 'LocalizedHartreeFockVariance.isMinimizer_iff_of_isMinimizer' depends on axioms: [propext, Classical.choice, Quot.sound]
```
